# Inverting and conjugating one convolution factor leaves every kinematic diffraction intensity unchanged on a finite periodic grid

The unit cell is modelled as a finite abelian group $G$ of grid points, so that a density is a complex function on $G$ and a reflection is a character of $G$. In this setting, a structure built as a convolution of two densities has the same kinematic (single-scattering) intensities as the structure in which one of the two has been inverted through the origin and complex conjugated.

```lean
import Mathlib

open ComplexConjugate

namespace HomometricConvolution

noncomputable section

variable {G : Type*} [AddCommGroup G] [Fintype G]

/-- The structure factor of the density `ρ` at the reflection given by the character `ψ`. -/
def structureFactor (ρ : G → ℂ) (ψ : AddChar G ℂ) : ℂ := ∑ x, ρ x * ψ x

/-- The diffracted intensity: the squared modulus of the structure factor. -/
def intensity (ρ : G → ℂ) (ψ : AddChar G ℂ) : ℝ := ‖structureFactor ρ ψ‖ ^ 2

/-- The cyclic convolution of two densities on the periodic grid. -/
def cyclicConv (a b : G → ℂ) (x : G) : ℂ := ∑ y, a y * b (x - y)

omit [Fintype G] in
/-- The density inverted through the origin and complex conjugated. -/
def invert (b : G → ℂ) (x : G) : ℂ := conj (b (-x))

/-- The Patterson function: the convolution of a density with its conjugate inverse. -/
def patterson (ρ : G → ℂ) : G → ℂ := cyclicConv ρ (invert ρ)

/-- The structure factor of a convolution is the product of the structure factors. -/
theorem structureFactor_cyclicConv (a b : G → ℂ) (ψ : AddChar G ℂ) :
    structureFactor (cyclicConv a b) ψ = structureFactor a ψ * structureFactor b ψ := by
  simp only [structureFactor, cyclicConv, Finset.sum_mul]
  rw [Finset.sum_comm]
  refine Finset.sum_congr rfl fun y _ => ?_
  rw [Finset.mul_sum]
  -- shift the origin of the inner sum to `y`
  refine Fintype.sum_equiv (Equiv.subRight y) _ _ fun x => ?_
  have hx : ψ x = ψ y * ψ (x - y) := by
    rw [← AddChar.map_add_eq_mul, add_sub_cancel]
  simp only [Equiv.subRight_apply]
  rw [hx]
  ring

/-- Inverting and conjugating a density conjugates its structure factor. -/
theorem structureFactor_invert (b : G → ℂ) (ψ : AddChar G ℂ) :
    structureFactor (invert b) ψ = conj (structureFactor b ψ) := by
  simp only [structureFactor, invert]
  rw [map_sum]
  refine Fintype.sum_equiv (Equiv.neg G) _ _ fun x => ?_
  simp only [Equiv.neg_apply]
  rw [map_mul, AddChar.map_neg_eq_conj, Complex.conj_conj]

/-- Inverting and conjugating one factor of a convolution leaves the intensity of every reflection
unchanged. -/
theorem intensity_invert_factor (a b : G → ℂ) (ψ : AddChar G ℂ) :
    intensity (cyclicConv a b) ψ = intensity (cyclicConv a (invert b)) ψ := by
  simp only [intensity, structureFactor_cyclicConv, structureFactor_invert, norm_mul,
    RCLike.norm_conj]

/-- On a one-dimensional grid of `N` points, the squared moduli of the Fourier sums of `a * b` and
`a * b'` agree at every integer index `h`, where `b'` is `b` inverted and conjugated. -/
theorem intensity_invert_factor_zmod {N : ℕ} [NeZero N] (a b : ZMod N → ℂ) (h : ℤ) :
    ‖∑ x : ZMod N, cyclicConv a b x *
        Complex.exp (2 * Real.pi * Complex.I * ((h * x.val : ℤ) : ℂ) / N)‖ ^ 2 =
      ‖∑ x : ZMod N, cyclicConv a (invert b) x *
        Complex.exp (2 * Real.pi * Complex.I * ((h * x.val : ℤ) : ℂ) / N)‖ ^ 2 := by
  -- the exponentials are the values of a character of the grid
  have key : ∀ x : ZMod N, AddChar.mulShift ZMod.stdAddChar (h : ZMod N) x =
      Complex.exp (2 * Real.pi * Complex.I * ((h * x.val : ℤ) : ℂ) / N) := by
    intro x
    have hx : ((h * x.val : ℤ) : ZMod N) = (h : ZMod N) * x := by
      rw [Int.cast_mul, Int.cast_natCast, ZMod.natCast_zmod_val]
    rw [AddChar.mulShift_apply, ← hx, ZMod.stdAddChar_coe]
  have main := intensity_invert_factor a b (AddChar.mulShift ZMod.stdAddChar (h : ZMod N))
  simp only [intensity, structureFactor, key] at main
  exact main

/-- Fourier synthesis: summing the structure factors with the conjugate phases returns the
density times the number of grid points. -/
theorem fourier_synthesis (ρ : G → ℂ) (y : G) :
    ∑ ψ : AddChar G ℂ, structureFactor ρ ψ * ψ (-y) = (Fintype.card G : ℂ) * ρ y := by
  classical
  calc ∑ ψ : AddChar G ℂ, structureFactor ρ ψ * ψ (-y)
      = ∑ ψ : AddChar G ℂ, ∑ x, ρ x * ψ (x - y) := by
        refine Finset.sum_congr rfl fun ψ _ => ?_
        rw [structureFactor, Finset.sum_mul]
        refine Finset.sum_congr rfl fun x _ => ?_
        rw [sub_eq_add_neg, AddChar.map_add_eq_mul, mul_assoc]
    _ = ∑ x, ρ x * ∑ ψ : AddChar G ℂ, ψ (x - y) := by
        rw [Finset.sum_comm]
        simp only [Finset.mul_sum]
    _ = (Fintype.card G : ℂ) * ρ y := by
        -- orthogonality of characters keeps only the term `x = y`
        rw [Finset.sum_eq_single y]
        · rw [AddChar.sum_apply_eq_ite, if_pos (sub_self y), mul_comm]
        · intro x _ hx
          rw [AddChar.sum_apply_eq_ite, if_neg (sub_ne_zero.mpr hx), mul_zero]
        · intro hy
          exact absurd (Finset.mem_univ y) hy

/-- Two densities have the same Patterson function exactly when all their intensities agree. -/
theorem patterson_eq_iff (ρ σ : G → ℂ) :
    patterson ρ = patterson σ ↔ ∀ ψ : AddChar G ℂ, intensity ρ ψ = intensity σ ψ := by
  -- the intensities are the Fourier coefficients of the Patterson function
  have key : ∀ (τ : G → ℂ) (ψ : AddChar G ℂ),
      structureFactor (patterson τ) ψ = (intensity τ ψ : ℂ) := by
    intro τ ψ
    rw [patterson, structureFactor_cyclicConv, structureFactor_invert, Complex.mul_conj,
      intensity, Complex.normSq_eq_norm_sq]
  constructor
  · intro h ψ
    have h1 := key ρ ψ
    rw [h, key σ ψ] at h1
    exact (Complex.ofReal_injective h1).symm
  · intro h
    funext y
    have hcard : (Fintype.card G : ℂ) ≠ 0 := Nat.cast_ne_zero.mpr Fintype.card_ne_zero
    apply mul_left_cancel₀ hcard
    rw [← fourier_synthesis, ← fourier_synthesis]
    refine Finset.sum_congr rfl fun ψ _ => ?_
    rw [key, key, h ψ]

/-- If inverting and conjugating the factor `b` gives its translate by `t`, then replacing `b` by
its conjugate inverse in the convolution translates the whole structure by `t`. -/
theorem translate_of_centrosymmetric_factor (a b : G → ℂ) (t : G)
    (hb : ∀ x, invert b x = b (x - t)) (x : G) :
    cyclicConv a (invert b) x = cyclicConv a b (x - t) := by
  simp only [cyclicConv, hb]
  refine Finset.sum_congr rfl fun y _ => ?_
  rw [sub_right_comm]

/-- Occupation numbers of a motif with atoms at the points 0, 1 and 3 of a seven-point cell. -/
def threeAtoms (x : ZMod 7) : ℕ := if x = 0 ∨ x = 1 ∨ x = 3 then 1 else 0

/-- The three-atom motif as a complex density. -/
def motif (x : ZMod 7) : ℂ := (threeAtoms x : ℂ)

/-- The convolution of the motif with itself has modulus at most 2 everywhere. -/
theorem norm_motif_conv_le (x : ZMod 7) : ‖cyclicConv motif motif x‖ ≤ 2 := by
  have hdec : ∀ x : ZMod 7, ∑ y, threeAtoms y * threeAtoms (x - y) ≤ 2 := by decide +kernel
  have e : cyclicConv motif motif x =
      ((∑ y, threeAtoms y * threeAtoms (x - y) : ℕ) : ℂ) := by
    simp [cyclicConv, motif]
  rw [e, Complex.norm_natCast]
  exact_mod_cast hdec x

/-- For the three-atom motif `m` and its conjugate inverse `m'`, the structures `m * m` and `m * m'`
have equal intensities, yet no translation, inversion with conjugation, or global phase turns one
into the other. -/
theorem motif_homometric_pair :
    (∀ ψ : AddChar (ZMod 7) ℂ, intensity (cyclicConv motif motif) ψ =
      intensity (cyclicConv motif (invert motif)) ψ) ∧
    ∀ (t : ZMod 7) (c : ℂ), ‖c‖ = 1 →
      cyclicConv motif (invert motif) ≠ (fun x => c * cyclicConv motif motif (x - t)) ∧
      cyclicConv motif (invert motif) ≠
        (fun x => c * invert (cyclicConv motif motif) (x - t)) := by
  refine ⟨intensity_invert_factor motif motif, fun t c hc => ?_⟩
  -- the peak at the origin has height 3, which `m * m` never reaches
  have hdec : ∑ y : ZMod 7, threeAtoms y * threeAtoms (-(0 - y)) = 3 := by decide +kernel
  have e : cyclicConv motif (invert motif) 0 =
      ((∑ y : ZMod 7, threeAtoms y * threeAtoms (-(0 - y)) : ℕ) : ℂ) := by
    simp [cyclicConv, invert, motif]
  have peak : ‖cyclicConv motif (invert motif) 0‖ = 3 := by
    rw [e, hdec, Complex.norm_natCast]
    norm_num
  constructor
  · intro h
    have h0 : cyclicConv motif (invert motif) 0 = c * cyclicConv motif motif (0 - t) :=
      congrFun h 0
    rw [h0, norm_mul, hc, one_mul] at peak
    linarith [norm_motif_conv_le (0 - t)]
  · intro h
    have h0 : cyclicConv motif (invert motif) 0 =
        c * conj (cyclicConv motif motif (-(0 - t))) := congrFun h 0
    rw [h0, norm_mul, hc, one_mul, RCLike.norm_conj] at peak
    linarith [norm_motif_conv_le (-(0 - t))]

end

end HomometricConvolution
```

```lean
#print axioms HomometricConvolution.intensity_invert_factor
#print axioms HomometricConvolution.patterson_eq_iff
#print axioms HomometricConvolution.translate_of_centrosymmetric_factor
#print axioms HomometricConvolution.motif_homometric_pair
```

```
'HomometricConvolution.intensity_invert_factor' depends on axioms: [propext, Classical.choice, Quot.sound]
'HomometricConvolution.patterson_eq_iff' depends on axioms: [propext, Classical.choice, Quot.sound]
'HomometricConvolution.translate_of_centrosymmetric_factor' depends on axioms: [propext, Classical.choice, Quot.sound]
'HomometricConvolution.motif_homometric_pair' depends on axioms: [propext, Classical.choice, Quot.sound]
```

## Densities, reflections and intensities on the grid

The type `G` carries an addition, which is translation modulo the lattice. For a one-dimensional cell with $N$ points it is `ZMod N`; for a three-dimensional cell it can be a product of three such groups. A density `ρ : G → ℂ` assigns a complex scattering strength to each point. Complex values leave room for absorption or anomalous scattering, and a real density is a special case.

A character $\psi$, of type `AddChar G ℂ`, satisfies $\psi(x+y)=\psi(x)\psi(y)$ and $\psi(0)=1$. Since $G$ is finite, its values are phases of modulus one. It plays the part of the plane wave belonging to one reflection. The structure factor and the intensity are

$$F_\rho(\psi)=\sum_x \rho(x)\,\psi(x),\qquad I_\rho(\psi)=|F_\rho(\psi)|^2 .$$

There is no normalising factor. The intensity is the kinematic one, without multiple scattering, thermal motion, instrumental corrections or noise. No space-group symmetry is imposed on the density.

The other two operations are the cyclic convolution and the inversion with conjugation,

$$(a*b)(x)=\sum_y a(y)\,b(x-y),\qquad b'(x)=\overline{b(-x)},$$

written `cyclicConv a b` and `invert b`. Convolution places a copy of $b$ at each point $y$, weighted by $a(y)$. For real $b$ the conjugation does nothing, and $b'$ is the motif inverted through the origin. For complex $b$ the conjugation also reverses the sign of the imaginary part, so $b'$ is not the same absorbing motif inverted. Inversion without conjugation can change the intensities in that case.

The theorem `intensity_invert_factor` says that $I_{a*b}(\psi)=I_{a*b'}(\psi)$ for all $a$, $b$ and $\psi$. Its companion `intensity_invert_factor_zmod` says the same on `ZMod N`, for any $N\ge 1$ and any integer index $h$, with the phases written out as $e^{2\pi i h x/N}$. There `x.val` is the representative of $x$ between $0$ and $N-1$. The sign in the exponent is positive.

For structure determination this means that a refinement or phase-retrieval calculation whose only data are ideal kinematic intensities on such a grid gives both structures the same misfit. The misfit alone therefore does not distinguish them.

## One factor of the product is conjugated

The first step is that convolution multiplies structure factors. Exchange the two sums and split the phase as $\psi(x)=\psi(y)\psi(x-y)$:

$$
\begin{aligned}
F_{a*b}(\psi)&=\sum_x\sum_y a(y)\,b(x-y)\,\psi(x)\\
&=\sum_y a(y)\,\psi(y)\sum_x b(x-y)\,\psi(x-y)\\
&=F_a(\psi)\,F_b(\psi).
\end{aligned}
$$

In the last line $z=x-y$ runs over the whole group when $x$ does, so the inner sum is $F_b(\psi)$ for every $y$. In `structureFactor_cyclicConv`, the exchange is `Finset.sum_comm`, the change of variable is `Equiv.subRight y`, and the split phase is the local statement `hx`.

The second step is the effect of inversion. Put $z=-x$ and use $\psi(-z)=\overline{\psi(z)}$, which holds because $\psi(z)$ has modulus one:

$$F_{b'}(\psi)=\sum_x\overline{b(-x)}\,\psi(x)=\sum_z\overline{b(z)}\,\overline{\psi(z)}=\overline{F_b(\psi)} .$$

This is `structureFactor_invert`, with `Equiv.neg G` as the change of variable. Together the two steps give

$$|F_{a*b'}(\psi)|=|F_a(\psi)|\,|\overline{F_b(\psi)}|=|F_a(\psi)|\,|F_b(\psi)|=|F_{a*b}(\psi)| .$$

Squaring gives the equality of intensities. The proof of `intensity_invert_factor` is this line, carried out by rewriting with the two lemmas and the rules for the modulus.

For the version with explicit exponentials, one needs to know that $x\mapsto e^{2\pi i hx/N}$ is a character of `ZMod N`. Replacing $x$ by another representative adds a multiple of $N$ to it and hence a multiple of $2\pi i$ to the exponent, so the function is well defined on residues. The statement `key` identifies it with Mathlib's standard character evaluated at the product $hx$, and the general theorem then applies.

## Equal intensities mean equal Patterson functions

The Patterson function is $P_\rho=\rho*\rho'$, or written out,

$$P_\rho(x)=\sum_y\rho(y)\,\overline{\rho(y-x)} .$$

It collects the interatomic vectors of the structure. The two steps above give its structure factor at once:

$$F_{P_\rho}(\psi)=F_\rho(\psi)\,\overline{F_\rho(\psi)}=I_\rho(\psi).$$

Thus two densities with the same Patterson function have the same intensities. The converse requires that a density can be recovered from its structure factors, which is the content of `fourier_synthesis`:

$$
\sum_\psi F_\rho(\psi)\,\psi(-y)=\sum_x\rho(x)\sum_\psi\psi(x-y)=|G|\,\rho(y).
$$

Here $|G|$ is the number of grid points. The last equality is the orthogonality of characters: $S(z)=\sum_\psi\psi(z)$ equals $|G|$ for $z=0$ and vanishes otherwise. Indeed, for $z\neq0$ there is a character $\chi$ with $\chi(z)\neq1$. Multiplication by $\chi$ only permutes the characters, so $\chi(z)S(z)=S(z)$ and therefore $S(z)=0$. The proof takes this fact from Mathlib as `AddChar.sum_apply_eq_ite` and uses `Finset.sum_eq_single` to keep the term $x=y$.

If all intensities of $\rho$ and $\sigma$ agree, then $P_\rho$ and $P_\sigma$ have the same structure factors, and synthesis gives $|G|P_\rho(y)=|G|P_\sigma(y)$ at each $y$. Dividing by $|G|$ completes the equivalence `patterson_eq_iff`. Applied to $a*b$ and $a*b'$, it shows that the two structures share their Patterson function, which is what makes them a homometric pair when they are really different.

## When the second structure is only a translate

Equal intensities alone do not make the structures different. Suppose that $b'$ is a translate of $b$, that is, $b'(x)=b(x-t)$ for some fixed $t$ and all $x$. For real $b$ this says that $b$ is centrosymmetric up to a shift; for complex $b$ the condition includes the conjugation. Then

$$(a*b')(x)=\sum_y a(y)\,b(x-y-t)=\sum_y a(y)\,b\big((x-t)-y\big)=(a*b)(x-t).$$

The new structure is the old one moved by $t$. This is `translate_of_centrosymmetric_factor`, and the only manipulation in its proof is the reordering of the two subtractions.

## Three atoms in a seven-point cell

A pair that is really different arises on `ZMod 7` from the motif $m$ with unit atoms at $0$, $1$ and $3$, used for both factors. The value of $m*m$ at $x$ counts the ordered pairs of atoms whose positions add up to $x$ modulo 7. The value of $m*m'$ counts the ordered pairs whose positions differ by $x$:

| $x$ | 0 | 1 | 2 | 3 | 4 | 5 | 6 |
|---|---|---|---|---|---|---|---|
| $(m*m)(x)$ | 1 | 2 | 1 | 2 | 2 | 0 | 1 |
| $(m*m')(x)$ | 3 | 1 | 1 | 1 | 1 | 1 | 1 |

Both rows are non-negative and add up to $9$, so the intensity at $h=0$ is $81$ for both. For $h$ not divisible by 7, the second row is a constant $1$ plus an extra $2$ at the origin. The constant contributes nothing, the structure factor is $2$, and the intensity is $4$.

The first row gives the same result by way of the motif. Each nonzero residue occurs exactly once as a difference of two atomic positions, hence

$$|F_m(h)|^2=3+\sum_{u=1}^{6}e^{2\pi i hu/7}=3-1=2 .$$

Since $F_{m*m}=F_m^2$, its intensity is $2^2=4$. The Patterson value at the origin also agrees, because the squares of the entries add up to $15$ in each row. The entries are scattering strengths, and the two structures are not arrangements of the same scatterers: the first has three sites of strength 2 and three of strength 1, the second has one of strength 3 and six of strength 1. Knowing the strengths present in the cell would tell this pair apart.

The theorem `motif_homometric_pair` states that all intensities agree and that no translation by $t$, with or without inversion and conjugation, combined with a global phase $c$ of modulus one, carries $m*m$ into $m*m'$. The proof compares peak heights. At the origin,

$$(m*m')(0)=\sum_y m(y)\,\overline{m(y)}=3,$$

whereas `norm_motif_conv_le` says that $|(m*m)(x)|\le2$ everywhere. If $m*m'$ were a translate of $m*m$ multiplied by $c$, evaluation at the origin would give

$$3=|c|\,|(m*m)(-t)|\le2,$$

which is impossible. With inversion and conjugation included, the argument $-t$ becomes $t$ and the value is conjugated, but the bound still applies.

In Lean the motif is first defined by the natural numbers `threeAtoms`. The height $3$ and the bound $2$ are then finite statements about natural numbers, which `decide +kernel` settles by evaluation. The equations named `e` carry them over to the complex densities, and `linarith` derives the contradiction from $3\le2$.
